# For a repulsive interaction, pairing cannot lower the Hartree–Fock infimum at fixed trace

Take two spin-orbitals, labelled 0 and 1, with no one-body energy and an interaction energy $u$ when both are occupied. The state $(|\mathrm{vac}\rangle+|\mathrm{pair}\rangle)/\sqrt2$, an equal superposition of empty and doubly occupied, holds one particle on average and has energy $u/2$. Now take the mean-field (Gaussian) state with the same one-particle density matrix, so with occupations $1/2$ each, but with the pairing amplitude deleted. In that state the orbitals are filled independently, both are occupied with probability $1/4$, and the energy is $u/4$. For $u>0$ the deletion lowers the energy; for $u<0$ it raises it.

I expect the same for any finite set of spin-orbitals with a repulsive density-density interaction: allowing pairing in a mean-field calculation should never lower the infimum at fixed average particle number. But the normal and pairing parts are tied together by a matrix inequality, so is the state still admissible once the pairing is deleted? I would like to see the whole argument proved and checked in Lean.

## Deleting the pairing keeps the state admissible and, under repulsion, does not raise the energy

Yes, the state remains admissible. Let $\gamma$ be the one-particle density matrix, $\alpha$ the antisymmetric pairing matrix, and $\bar\gamma$ the entrywise complex conjugate of $\gamma$. A star denotes the conjugate transpose. The constraint is $0\le\Gamma\le1$ for

$$\Gamma=\begin{pmatrix}\gamma&\alpha\\ \alpha^*&1-\bar\gamma\end{pmatrix}.$$

With a one-body matrix $h$ and real interaction strengths $w_{xy}$, the energies without and with pairing are

$$E_{\rm HF}(\gamma)=\mathrm{Re}\,\mathrm{tr}(h\gamma)+\tfrac12\sum_{x,y}w_{xy}\left(\gamma_{xx}\gamma_{yy}-|\gamma_{xy}|^2\right),$$

$$E(\gamma,\alpha)=E_{\rm HF}(\gamma)+\tfrac12\sum_{x,y}w_{xy}|\alpha_{xy}|^2.$$

**The normal part.** Evaluating the quadratic forms of $\Gamma$ and $1-\Gamma$ on vectors $(v,0)$ gives $v^*\gamma v\ge0$ and $v^*(1-\gamma)v\ge0$. Hence $0\le\gamma\le1$.

**The state without pairing.** Since $\gamma$ is Hermitian, $\bar\gamma=\gamma^T$. Setting $\alpha=0$ gives

$$\Gamma_0=\begin{pmatrix}\gamma&0\\0&(1-\gamma)^T\end{pmatrix},\qquad 1-\Gamma_0=\begin{pmatrix}1-\gamma&0\\0&\gamma^T\end{pmatrix}.$$

Transposition preserves positivity, because $v^*A^Tv=\bar v^*A\bar v$. The quadratic form of a block-diagonal matrix is the sum of those of its blocks. So $0\le\Gamma_0\le1$, with the same $\gamma$ and the same trace.

**The size of the pairing.** Expanding the right-hand side confirms that

$$\Gamma-\Gamma^2=\Gamma(1-\Gamma)\Gamma+(1-\Gamma)\Gamma(1-\Gamma).$$

Both terms have the form $B^*AB$ with $A\ge0$, so the left side is positive semidefinite. The upper left block of $\Gamma^2$ is $\gamma^2+\alpha\alpha^*$, and therefore $\alpha\alpha^*\le\gamma-\gamma^2$. This bounds how much pairing a given $\gamma$ permits; the energy comparison does not need it.

**The infimum.** If every $w_{xy}\ge0$, then $E_{\rm HF}(\gamma)\le E(\gamma,\alpha)$. A lower bound for the unpaired energies at trace $N$ is thus a lower bound for the paired ones. Conversely, every $\gamma$ with $0\le\gamma\le1$ gives an admissible state with $\alpha=0$ and the same energy, so a lower bound for the paired energies also bounds the unpaired ones. The two sets have the same lower bounds, hence the same greatest lower bound whenever one exists.

**Minimisers.** Let every $w_{xy}\ge0$ again. If $(\gamma,\alpha)$ minimises $E$ at its trace, comparison with $(\gamma,0)$ gives $\frac12\sum_{x,y} w_{xy}|\alpha_{xy}|^2\le0$. Every term is nonnegative, so each one vanishes, and $\alpha_{xy}=0$ wherever $w_{xy}>0$.

**The attractive pair.** Return to two spin-orbitals with $u=-1$. The superposition has $\gamma=\frac12\,1$ and $\alpha=\frac12J$, where $J=\begin{pmatrix}0&1\\-1&0\end{pmatrix}$ and $J^2=-1$. Then

$$\Gamma=\tfrac12\begin{pmatrix}1&J\\-J&1\end{pmatrix},\qquad \Gamma^2=\Gamma=\Gamma^*,$$

so $\Gamma$ is an orthogonal projection and the state is admissible, with energy $-1/2$. Without pairing, trace 1 gives $\gamma_{11}=1-\gamma_{00}$ and

$$E_{\rm HF}=-\gamma_{00}(1-\gamma_{00})+\tfrac12\left(|\gamma_{01}|^2+|\gamma_{10}|^2\right)\ge-\tfrac14.$$

Pairing therefore does lower the infimum here.

Here is the complete file.

```lean
import Mathlib

open Matrix
open scoped ComplexOrder

namespace RepulsivePairing

noncomputable section

variable {n : Type*} [Fintype n] [DecidableEq n]

/-- The generalized one-particle density matrix with normal part `γ` and pairing part `α`. -/
def generalizedDM (γ α : Matrix n n ℂ) : Matrix (n ⊕ n) (n ⊕ n) ℂ :=
  fromBlocks γ α αᴴ (1 - γ.map (starRingEnd ℂ))

/-- A fermionic Hartree-Fock-Bogoliubov state on spin-orbitals: the pairing matrix is
antisymmetric and the generalized density matrix lies between 0 and 1. -/
structure IsHFBState (γ α : Matrix n n ℂ) : Prop where
  antisymm : αᵀ = -α
  nonneg : (generalizedDM γ α).PosSemidef
  le_one : (1 - generalizedDM γ α).PosSemidef

/-- The Hartree-Fock energy: one-body energy plus direct minus exchange interaction. -/
def hfEnergy (h : Matrix n n ℂ) (w : Matrix n n ℝ) (γ : Matrix n n ℂ) : ℝ :=
  (h * γ).trace.re +
    1 / 2 * ∑ x, ∑ y, w x y * ((γ x x).re * (γ y y).re - Complex.normSq (γ x y))

/-- The Hartree-Fock-Bogoliubov energy: the Hartree-Fock energy plus the pairing energy. -/
def hfbEnergy (h : Matrix n n ℂ) (w : Matrix n n ℝ) (γ α : Matrix n n ℂ) : ℝ :=
  hfEnergy h w γ + 1 / 2 * ∑ x, ∑ y, w x y * Complex.normSq (α x y)

/-- The energies of Hartree-Fock density matrices, `0 ≤ γ ≤ 1`, with trace `N`. -/
def hfEnergies (h : Matrix n n ℂ) (w : Matrix n n ℝ) (N : ℝ) : Set ℝ :=
  {e | ∃ γ : Matrix n n ℂ, γ.PosSemidef ∧ (1 - γ).PosSemidef ∧
    γ.trace = (N : ℂ) ∧ hfEnergy h w γ = e}

/-- The energies of Hartree-Fock-Bogoliubov states whose normal part has trace `N`. -/
def hfbEnergies (h : Matrix n n ℂ) (w : Matrix n n ℝ) (N : ℝ) : Set ℝ :=
  {e | ∃ γ α : Matrix n n ℂ, IsHFBState γ α ∧
    γ.trace = (N : ℂ) ∧ hfbEnergy h w γ α = e}

omit [DecidableEq n] in
/-- A block-diagonal matrix with positive semidefinite blocks is positive semidefinite. -/
theorem posSemidef_blockDiag {A D : Matrix n n ℂ} (hA : A.PosSemidef) (hD : D.PosSemidef) :
    (fromBlocks A 0 0 D).PosSemidef := by
  refine PosSemidef.of_dotProduct_mulVec_nonneg
    (IsHermitian.fromBlocks hA.isHermitian (by simp) hD.isHermitian) fun x => ?_
  -- the quadratic form splits into those of the two blocks
  have h := add_nonneg (hA.dotProduct_mulVec_nonneg (fun i => x (Sum.inl i)))
    (hD.dotProduct_mulVec_nonneg (fun i => x (Sum.inr i)))
  convert h using 1
  simp [dotProduct, mulVec, Fintype.sum_sum_type]

omit [Fintype n] in
/-- The normal part of a Hartree-Fock-Bogoliubov state satisfies `0 ≤ γ ≤ 1`. -/
theorem normal_part_bounds {γ α : Matrix n n ℂ} (hs : IsHFBState γ α) :
    γ.PosSemidef ∧ (1 - γ).PosSemidef := by
  constructor
  · convert hs.nonneg.submatrix Sum.inl using 1
    ext i j
    simp [generalizedDM]
  · convert hs.le_one.submatrix Sum.inl using 1
    ext i j
    simp [generalizedDM, Matrix.one_apply]

/-- Every density matrix with `0 ≤ γ ≤ 1` is a Hartree-Fock-Bogoliubov state without pairing. -/
theorem unpaired_state {γ : Matrix n n ℂ} (h0 : γ.PosSemidef) (h1 : (1 - γ).PosSemidef) :
    IsHFBState γ 0 := by
  -- for a Hermitian matrix, complex conjugation is transposition
  have hc : γ.map (starRingEnd ℂ) = γᵀ := by
    ext i j
    exact h0.isHermitian.apply j i
  refine ⟨by simp, ?_, ?_⟩
  · have e : generalizedDM γ 0 = fromBlocks γ 0 0 (1 - γ)ᵀ := by
      simp [generalizedDM, hc]
    rw [e]
    exact posSemidef_blockDiag h0 h1.transpose
  · have e : 1 - generalizedDM γ 0 = fromBlocks (1 - γ) 0 0 γᵀ := by
      rw [generalizedDM, hc]
      ext i j
      rcases i with i | i <;> rcases j with j | j <;> simp [Matrix.one_apply]
    rw [e]
    exact posSemidef_blockDiag h1 h0.transpose

/-- Deleting the pairing part of a Hartree-Fock-Bogoliubov state leaves an admissible state. -/
theorem remove_pairing {γ α : Matrix n n ℂ} (hs : IsHFBState γ α) : IsHFBState γ 0 :=
  unpaired_state (normal_part_bounds hs).1 (normal_part_bounds hs).2

/-- In a Hartree-Fock-Bogoliubov state the pairing matrix obeys `α α* ≤ γ - γ²`. -/
theorem pairing_bound {γ α : Matrix n n ℂ} (hs : IsHFBState γ α) :
    (γ - γ * γ - α * αᴴ).PosSemidef := by
  have key : (generalizedDM γ α - generalizedDM γ α * generalizedDM γ α).PosSemidef := by
    have h := (hs.le_one.conjTranspose_mul_mul_same (generalizedDM γ α)).add
      (hs.nonneg.conjTranspose_mul_mul_same (1 - generalizedDM γ α))
    rw [hs.nonneg.isHermitian.eq, hs.le_one.isHermitian.eq] at h
    convert h using 1
    noncomm_ring
  -- read off the upper left block
  rw [sub_sub]
  convert key.submatrix Sum.inl using 1
  ext i j
  simp [generalizedDM, fromBlocks_multiply]

omit [DecidableEq n] in
/-- For a repulsive interaction the Hartree-Fock energy of the normal part is at most the
Hartree-Fock-Bogoliubov energy. -/
theorem hfEnergy_le_hfbEnergy (h : Matrix n n ℂ) {w : Matrix n n ℝ}
    (hw : ∀ x y, 0 ≤ w x y) (γ α : Matrix n n ℂ) :
    hfEnergy h w γ ≤ hfbEnergy h w γ α := by
  have hp : 0 ≤ ∑ x, ∑ y, w x y * Complex.normSq (α x y) :=
    Finset.sum_nonneg fun x _ => Finset.sum_nonneg fun y _ =>
      mul_nonneg (hw x y) (Complex.normSq_nonneg _)
  unfold hfbEnergy
  linarith

/-- For a repulsive interaction, a number is the infimum of the Hartree-Fock-Bogoliubov energy
at fixed trace exactly when it is the infimum of the Hartree-Fock energy at that trace. -/
theorem pairing_cannot_lower_infimum (h : Matrix n n ℂ) {w : Matrix n n ℝ}
    (hw : ∀ x y, 0 ≤ w x y) (N e : ℝ) :
    IsGLB (hfbEnergies h w N) e ↔ IsGLB (hfEnergies h w N) e := by
  have hb : lowerBounds (hfbEnergies h w N) = lowerBounds (hfEnergies h w N) := by
    ext c
    constructor
    · -- an unpaired state is a special paired one
      rintro hc _ ⟨γ, h0, h1, ht, rfl⟩
      exact hc ⟨γ, 0, unpaired_state h0 h1, ht, by simp [hfbEnergy]⟩
    · -- removing the pairing does not raise the energy
      rintro hc _ ⟨γ, α, hs, ht, rfl⟩
      have hn := normal_part_bounds hs
      exact le_trans (hc ⟨γ, hn.1, hn.2, ht, rfl⟩) (hfEnergy_le_hfbEnergy h hw γ α)
  unfold IsGLB
  rw [hb]

/-- For a repulsive interaction, a Hartree-Fock-Bogoliubov minimiser at fixed trace has no
pairing between spin-orbitals whose mutual repulsion is strictly positive. -/
theorem minimiser_unpaired (h : Matrix n n ℂ) {w : Matrix n n ℝ}
    (hw : ∀ x y, 0 ≤ w x y) {γ α : Matrix n n ℂ} (hs : IsHFBState γ α)
    (hmin : ∀ γ' α' : Matrix n n ℂ, IsHFBState γ' α' → γ'.trace = γ.trace →
      hfbEnergy h w γ α ≤ hfbEnergy h w γ' α')
    {x y : n} (hxy : 0 < w x y) : α x y = 0 := by
  have hle := hmin γ 0 (remove_pairing hs) rfl
  have hz : hfbEnergy h w γ 0 = hfEnergy h w γ := by simp [hfbEnergy]
  rw [hz] at hle
  unfold hfbEnergy at hle
  have hnn : ∀ a b, 0 ≤ w a b * Complex.normSq (α a b) := fun a b =>
    mul_nonneg (hw a b) (Complex.normSq_nonneg _)
  -- one term is bounded by the whole pairing sum
  have h1 := Finset.single_le_sum (f := fun b => w x b * Complex.normSq (α x b))
    (fun b _ => hnn x b) (Finset.mem_univ y)
  have h2 := Finset.single_le_sum (f := fun a => ∑ b, w a b * Complex.normSq (α a b))
    (fun a _ => Finset.sum_nonneg fun b _ => hnn a b) (Finset.mem_univ x)
  by_contra hne
  have hpos := mul_pos hxy (Complex.normSq_pos.2 hne)

  linarith

/-- For two spin-orbitals with attraction `-1`, no one-body term and trace 1, a paired state has
energy `-1/2`, while every Hartree-Fock energy is at least `-1/4`. -/
theorem attraction_favours_pairing :
    (-1 / 2 : ℝ) ∈ hfbEnergies (0 : Matrix (Fin 2) (Fin 2) ℂ) !![0, -1; -1, 0] 1 ∧
    ∀ e ∈ hfEnergies (0 : Matrix (Fin 2) (Fin 2) ℂ) !![0, -1; -1, 0] 1, -1 / 4 ≤ e := by
  constructor
  · let G := generalizedDM !![(1 / 2 : ℂ), 0; 0, 1 / 2] !![0, 1 / 2; -1 / 2, 0]
    have hc : (starRingEnd ℂ) 2 = 2 :=
      Complex.ext (Complex.conj_re 2) (by rw [Complex.conj_im]; simp)
    -- the generalized density matrix is an orthogonal projection
    have hH : Gᴴ = G := by
      ext i j
      rcases i with i | i <;> rcases j with j | j <;> fin_cases i <;> fin_cases j <;>
        simp [G, generalizedDM, hc]
    have hP : G * G = G := by
      ext i j
      rcases i with i | i <;> rcases j with j | j <;> fin_cases i <;> fin_cases j <;>
        simp [G, generalizedDM, Matrix.mul_apply, Fintype.sum_sum_type,
          Fin.sum_univ_two, Matrix.one_apply, hc] <;> norm_num [hc]
    refine ⟨!![1 / 2, 0; 0, 1 / 2], !![0, 1 / 2; -1 / 2, 0], ⟨?_, ?_, ?_⟩, ?_, ?_⟩
    · ext i j
      fin_cases i <;> fin_cases j <;> simp <;> norm_num
    · change G.PosSemidef
      have h := posSemidef_conjTranspose_mul_self G
      rwa [hH, hP] at h
    · change (1 - G).PosSemidef
      have h := posSemidef_conjTranspose_mul_self (1 - G)
      have e : (1 - G)ᴴ * (1 - G) = 1 - G := by
        rw [conjTranspose_sub, conjTranspose_one, hH, mul_sub, sub_mul, sub_mul, hP]
        simp
      rwa [e] at h
    · norm_num [Matrix.trace_fin_two]
    · norm_num [hfbEnergy, hfEnergy, Fin.sum_univ_two, Complex.normSq_apply]
  · rintro _ ⟨γ, -, -, ht, rfl⟩
    have hr : (γ 0 0).re + (γ 1 1).re = 1 := by
      have h := congrArg Complex.re ht
      simpa [Matrix.trace_fin_two] using h
    have hE : hfEnergy 0 !![0, -1; -1, 0] γ = -((γ 0 0).re * (γ 1 1).re) +
        (Complex.normSq (γ 0 1) + Complex.normSq (γ 1 0)) / 2 := by
      simp [hfEnergy, Fin.sum_univ_two]
      ring
    have hb : (γ 1 1).re = 1 - (γ 0 0).re := by linarith
    rw [hE, hb]
    nlinarith [sq_nonneg ((γ 0 0).re - 1 / 2), Complex.normSq_nonneg (γ 0 1),
      Complex.normSq_nonneg (γ 1 0)]

end

end RepulsivePairing
```

```lean
#print axioms RepulsivePairing.pairing_bound
-- 'RepulsivePairing.pairing_bound' depends on axioms: [propext, Classical.choice, Quot.sound]
#print axioms RepulsivePairing.pairing_cannot_lower_infimum
-- 'RepulsivePairing.pairing_cannot_lower_infimum' depends on axioms: [propext, Classical.choice, Quot.sound]
#print axioms RepulsivePairing.minimiser_unpaired
-- 'RepulsivePairing.minimiser_unpaired' depends on axioms: [propext, Classical.choice, Quot.sound]
#print axioms RepulsivePairing.attraction_favours_pairing
-- 'RepulsivePairing.attraction_favours_pairing' depends on axioms: [propext, Classical.choice, Quot.sound]
```

## Density matrices, average particle number and the sign of the interaction

The finite type `n` labels the spin-orbitals. `generalizedDM γ α` is $\Gamma$, with rows and columns indexed by `n ⊕ n`; `αᴴ` is the conjugate transpose and `γ.map (starRingEnd ℂ)` is $\bar\gamma$. `IsHFBState γ α` collects antisymmetry and the two matrix inequalities. Mathlib's `PosSemidef` includes being Hermitian, so that property needs no separate hypothesis.

`hfEnergy` and `hfbEnergy` are the two functionals above, with real parts taken of the trace and of the diagonal densities. Neither $h$ nor $w$ is required to be symmetric or Hermitian. The factor $\frac12$ goes with a sum over ordered pairs, which is why the interaction $-1$ in the two-orbital example appears in both off-diagonal entries of `w`.

The sets `hfEnergies h w N` and `hfbEnergies h w N` contain the energies attainable at $\mathrm{tr}\,\gamma=N$, for real $N$. In both sets this fixes only the average particle number; the number itself is sharp only when $\gamma$ is a projection. The unpaired set ranges over all $0\le\gamma\le1$, not only over the projections that describe single Slater determinants.

The main theorem, `pairing_cannot_lower_infimum`, says that a real number `e` is the greatest lower bound of one set exactly when it is that of the other. It does not assert that an infimum exists or is attained; for an unattainable $N$ both sets are empty and both sides of the equivalence are false. `minimiser_unpaired` likewise takes a minimiser as given, and it says nothing about $\alpha_{xy}$ where $w_{xy}=0$.

The hypothesis `hw` demands $w_{xy}\ge0$ for every pair. It stands for bare repulsion between densities, as in a lattice model with Coulomb-like site interactions; an effective attraction, such as one mediated by phonons, violates it. Interactions with general four-index integrals in an orbital basis are not covered either.

For self-consistent-field practice in finite density-density models with every $w_{xy}\ge0$, a paired solution with energy below a converged Hartree–Fock solution at the same trace shows that the latter is not the global Hartree–Fock minimum over $0\le\gamma\le1$ at that trace.

## From matrix blocks to equal sets of lower bounds

`normal_part_bounds` obtains $0\le\gamma\le1$ by restricting $\Gamma$ and $1-\Gamma$ with `submatrix Sum.inl`, which selects the upper left block. This is the evaluation on vectors $(v,0)$.

`posSemidef_blockDiag` splits the quadratic form of a block-diagonal matrix into two nonnegative parts. `unpaired_state` first establishes $\bar\gamma=\gamma^T$, then rewrites $\Gamma_0$ and $1-\Gamma_0$ in the block form displayed above and applies that lemma to each. `remove_pairing` combines these results: from any admissible $(\gamma,\alpha)$ it produces an admissible $(\gamma,0)$.

In `pairing_bound`, `conjTranspose_mul_mul_same` supplies the positivity of the two triple products. Hermiticity removes the stars, `noncomm_ring` checks the identity for $\Gamma-\Gamma^2$ without letting matrices commute, and the upper left block yields the bound.

`hfEnergy_le_hfbEnergy` shows that the pairing sum is nonnegative, term by term. The main theorem then proves that the two sets of lower bounds are equal. One direction inserts an unpaired state into the paired problem by `unpaired_state`; the other passes from $(\gamma,\alpha)$ to $\gamma$ and uses the energy inequality. Since `IsGLB` depends on a set only through its lower bounds, rewriting with that equality finishes the proof.

For `minimiser_unpaired`, the comparison state comes from `remove_pairing`. Two uses of `Finset.single_le_sum` bound the single term $w_{xy}|\alpha_{xy}|^2$ by its row sum and then by the full double sum. If $\alpha_{xy}$ were nonzero, that term would be strictly positive, contradicting minimality.

Finally, `attraction_favours_pairing` verifies $\Gamma^*=\Gamma$ and $\Gamma^2=\Gamma$ entry by entry. It then writes $\Gamma$ as $\Gamma^*\Gamma$, and $1-\Gamma$ in the same way, to obtain both inequalities. For the unpaired bound, `nlinarith` uses $(\gamma_{00}-\frac12)^2\ge0$ and the nonnegativity of the off-diagonal squares. Only the trace condition enters this estimate, not $0\le\gamma\le1$.
